# At high temperature, powder averaging cancels the term linear in D in the susceptibility of a spin-1 centre with isotropic g

A spin-1 centre has the zero-field Hamiltonian D S_z², with D real, and inverse temperature b = 1/(k_B T); the magnetic field is measured in units that make gμ_B = 1, with the same g along every axis. Its static susceptibilities along the principal axes are χ_x, χ_y and χ_z, and its powder susceptibility is χ̄ = (χ_x + χ_y + χ_z)/3.

```lean
import Mathlib

open Filter Topology

namespace SpinOneHighTemperature

noncomputable section

/-- The spin-1 operator `S_x` in the basis `m = 1, 0, -1`. -/
def spinX : Matrix (Fin 3) (Fin 3) ℂ :=
  (((Real.sqrt 2)⁻¹ : ℝ) : ℂ) • !![0, 1, 0; 1, 0, 1; 0, 1, 0]

/-- The spin-1 operator `S_y` in the basis `m = 1, 0, -1`. -/
def spinY : Matrix (Fin 3) (Fin 3) ℂ :=
  (((Real.sqrt 2)⁻¹ : ℝ) : ℂ) •
    !![0, -Complex.I, 0; Complex.I, 0, -Complex.I; 0, Complex.I, 0]

/-- The spin-1 operator `S_z` in the basis `m = 1, 0, -1`. -/
def spinZ : Matrix (Fin 3) (Fin 3) ℂ := !![1, 0, 0; 0, 0, 0; 0, 0, -1]

/-- The zero-field energies of the states `m = 1, 0, -1`. -/
def level (D : ℝ) : Fin 3 → ℝ := ![D, 0, D]

/-- The partition function at inverse temperature `b`. -/
def partitionFn (D b : ℝ) : ℝ := ∑ m, Real.exp (-b * level D m)

/-- The thermal weight with which a pair of levels `E`, `F` enters the static response;
equal levels have their own (Curie) weight. -/
def kernel (b E F : ℝ) : ℝ :=
  if E = F then b * Real.exp (-b * E)
  else (Real.exp (-b * E) - Real.exp (-b * F)) / (F - E)

/-- The thermal mean of a spin component `S` in zero field. -/
def thermalMean (D b : ℝ) (S : Matrix (Fin 3) (Fin 3) ℂ) : ℝ :=
  (∑ m, Real.exp (-b * level D m) * (S m m).re) / partitionFn D b

/-- The isothermal zero-field susceptibility of a spin component `S`, in units where the
field couples to the spin with unit strength. -/
def susceptibility (D b : ℝ) (S : Matrix (Fin 3) (Fin 3) ℂ) : ℝ :=
  (∑ m, ∑ n, Complex.normSq (S m n) * kernel b (level D m) (level D n)) / partitionFn D b
    - b * thermalMean D b S ^ 2

/-- The powder susceptibility: the mean over the three principal axes. -/
def powder (D b : ℝ) : ℝ :=
  (susceptibility D b spinX + susceptibility D b spinY + susceptibility D b spinZ) / 3

/-- The axial zero-field Hamiltonian `D S_z²` is diagonal, with the energies `level D`. -/
theorem hamiltonian_diagonal (D : ℝ) :
    (D : ℂ) • (spinZ * spinZ) = Matrix.diagonal (fun m => (level D m : ℂ)) := by
  ext i j
  fin_cases i <;> fin_cases j <;>
    simp [spinZ, level]

/-- The partition function is `1 + 2 exp(-bD)`. -/
theorem partitionFn_eq (D b : ℝ) : partitionFn D b = 1 + 2 * Real.exp (-(b * D)) := by
  simp [partitionFn, level, Fin.sum_univ_three]
  ring

/-- The axial susceptibility is `2bq/(1+2q)` with `q = exp(-bD)`. -/
theorem axial_eq (D b : ℝ) : susceptibility D b spinZ =
    2 * b * Real.exp (-(b * D)) / (1 + 2 * Real.exp (-(b * D))) := by
  simp [susceptibility, thermalMean, partitionFn_eq, kernel, level, spinZ, Fin.sum_univ_three]
  ring

/-- For `D ≠ 0` both perpendicular susceptibilities are `2(1-q)/(D(1+2q))` with
`q = exp(-bD)`. -/
theorem perpendicular_eq {D : ℝ} (hD : D ≠ 0) (b : ℝ) :
    susceptibility D b spinX =
      2 * (1 - Real.exp (-(b * D))) / (D * (1 + 2 * Real.exp (-(b * D)))) ∧
    susceptibility D b spinY =
      2 * (1 - Real.exp (-(b * D))) / (D * (1 + 2 * Real.exp (-(b * D)))) := by
  have h2 : 1 + 2 * Real.exp (-(b * D)) ≠ 0 := by positivity
  constructor
  · simp [susceptibility, thermalMean, partitionFn_eq, kernel, level, spinX,
      Fin.sum_univ_three, hD, hD.symm]
    generalize Real.exp (-(b * D)) = q at h2 ⊢
    field_simp
    ring
  · simp [susceptibility, thermalMean, partitionFn_eq, kernel, level, spinY,
      Fin.sum_univ_three, hD, hD.symm]
    generalize Real.exp (-(b * D)) = q at h2 ⊢
    field_simp
    ring

/-- Without zero-field splitting all three susceptibilities obey the Curie law `2b/3`. -/
theorem curie_law (b : ℝ) : susceptibility 0 b spinX = 2 * b / 3 ∧
    susceptibility 0 b spinY = 2 * b / 3 ∧ susceptibility 0 b spinZ = 2 * b / 3 := by
  refine ⟨?_, ?_, ?_⟩ <;>
    simp [susceptibility, thermalMean, partitionFn_eq, kernel, level, spinX, spinY, spinZ,
      Fin.sum_univ_three] <;> ring

/-- The remainder of `exp(-x)` after its second-order expansion, divided by `x³`, for
`x ≠ 0`. -/
def expRemainder (x : ℝ) : ℝ := (Real.exp (-x) - 1 + x - x ^ 2 / 2) / x ^ 3

/-- The scaled remainder of the Boltzmann factor tends to `-1/6` as `x → 0`. -/
theorem expRemainder_tendsto : Tendsto expRemainder (𝓝[≠] 0) (𝓝 (-1 / 6)) := by
  have habs : Tendsto (fun x : ℝ => |x|) (𝓝 0) (𝓝 0) := continuous_abs.tendsto' 0 0 abs_zero
  rw [tendsto_iff_norm_sub_tendsto_zero]
  refine squeeze_zero' (Eventually.of_forall fun x => norm_nonneg _) ?_
    (habs.mono_left nhdsWithin_le_nhds)
  filter_upwards [(habs.eventually_lt_const one_pos).filter_mono nhdsWithin_le_nhds,
    self_mem_nhdsWithin] with x hx hne
  have hx0 : x ≠ 0 := hne
  have hpos : 0 < |x| := abs_pos.mpr hx0
  -- Taylor's bound at fourth order
  have h := Real.exp_bound (x := -x) (by rw [abs_neg]; exact hx.le) (n := 4) (by norm_num)
  have hs : ∑ m ∈ Finset.range 4, (-x) ^ m / (m.factorial : ℝ)
      = 1 - x + x ^ 2 / 2 - x ^ 3 / 6 := by
    norm_num [Finset.sum_range_succ, Nat.factorial]
    ring
  rw [hs, abs_neg x] at h
  have h4 := h.trans (mul_le_of_le_one_right (by positivity) (by norm_num [Nat.factorial]))
  have e : expRemainder x - -1 / 6
      = (Real.exp (-x) - (1 - x + x ^ 2 / 2 - x ^ 3 / 6)) / x ^ 3 := by
    unfold expRemainder
    field_simp
    ring
  rw [e, Real.norm_eq_abs, abs_div, abs_pow, div_le_iff₀ (by positivity)]
  calc _ ≤ |x| ^ 4 := h4
    _ = |x| * |x| ^ 3 := by ring

/-- For `D ≠ 0`, as `b → 0⁺` the scaled remainder at `x = bD` tends to `-1/6`, `bD` tends
to `0` and the partition function tends to `3`. -/
theorem hot_limits {D : ℝ} (hD : D ≠ 0) :
    Tendsto (fun b => expRemainder (b * D)) (𝓝[>] 0) (𝓝 (-1 / 6)) ∧
    Tendsto (fun b => b * D) (𝓝[>] 0) (𝓝 0) ∧
    Tendsto (fun b => 1 + 2 * Real.exp (-(b * D))) (𝓝[>] 0) (𝓝 3) := by
  have hc : Continuous (fun b : ℝ => b * D) := by fun_prop
  have hz : Continuous (fun b : ℝ => 1 + 2 * Real.exp (-(b * D))) := by fun_prop
  have hx : Tendsto (fun b => b * D) (𝓝[>] 0) (𝓝 0) :=
    (hc.tendsto' 0 0 (by simp)).mono_left nhdsWithin_le_nhds
  refine ⟨expRemainder_tendsto.comp (tendsto_nhdsWithin_iff.2 ⟨hx, ?_⟩), hx,
    (hz.tendsto' 0 3 (by norm_num)).mono_left nhdsWithin_le_nhds⟩
  filter_upwards [self_mem_nhdsWithin] with b hb
  exact mul_ne_zero (Set.mem_Ioi.1 hb).ne' hD

/-- At high temperature the anisotropy `χ_z - χ_x` is `-D b²/3` to leading order. -/
theorem anisotropy_limit (D : ℝ) :
    Tendsto (fun b => (susceptibility D b spinZ - susceptibility D b spinX) / b ^ 2)
      (𝓝[>] 0) (𝓝 (-D / 3)) := by
  rcases eq_or_ne D 0 with rfl | hD
  · simp [curie_law]
  obtain ⟨hR, hx, hZ⟩ := hot_limits hD
  have h : Tendsto (fun b => D * ((-1 + b * D + 2 * (expRemainder (b * D) * (b * D) ^ 2)
      + 2 * (expRemainder (b * D) * (b * D))) / (1 + 2 * Real.exp (-(b * D)))))
      (𝓝[>] 0) (𝓝 (D * ((-1 + 0 + 2 * (-1 / 6 * 0 ^ 2) + 2 * (-1 / 6 * 0)) / 3))) :=
    ((((hx.const_add (-1)).add ((hR.mul (hx.pow 2)).const_mul 2)).add
      ((hR.mul hx).const_mul 2)).div hZ (by norm_num)).const_mul D
  rw [show -D / 3 = D * ((-1 + 0 + 2 * (-1 / 6 * 0 ^ 2) + 2 * (-1 / 6 * 0)) / 3) by ring]
  refine h.congr' ?_
  filter_upwards [self_mem_nhdsWithin] with b hb
  have hb0 : b ≠ 0 := (Set.mem_Ioi.1 hb).ne'
  have h2 : 1 + 2 * Real.exp (-(b * D)) ≠ 0 := by positivity
  rw [axial_eq, (perpendicular_eq hD b).1, expRemainder]
  generalize Real.exp (-(b * D)) = q at h2 ⊢
  field_simp
  ring

/-- The leading deviation of the powder susceptibility from the Curie law `2b/3` at high
temperature is `-D² b³/27`. -/
theorem powder_cubic_limit (D : ℝ) :
    Tendsto (fun b => (powder D b - 2 * b / 3) / b ^ 3) (𝓝[>] 0) (𝓝 (-D ^ 2 / 27)) := by
  rcases eq_or_ne D 0 with rfl | hD
  · have h0 : ∀ b, powder 0 b = 2 * b / 3 := by
      intro b
      obtain ⟨h1, h2, h3⟩ := curie_law b
      rw [powder, h1, h2, h3]
      ring
    simp [h0]
  obtain ⟨hR, hx, hZ⟩ := hot_limits hD
  -- the terms of first order in D have cancelled
  have h : Tendsto (fun b => D ^ 2 / 3 * ((-1 + -4 * expRemainder (b * D)
      + -2 * (expRemainder (b * D) * (b * D))) / (1 + 2 * Real.exp (-(b * D)))))
      (𝓝[>] 0) (𝓝 (D ^ 2 / 3 * ((-1 + -4 * (-1 / 6) + -2 * (-1 / 6 * 0)) / 3))) :=
    ((((hR.const_mul (-4)).const_add (-1)).add ((hR.mul hx).const_mul (-2))).div hZ
      (by norm_num)).const_mul (D ^ 2 / 3)
  rw [show -D ^ 2 / 27 = D ^ 2 / 3 * ((-1 + -4 * (-1 / 6) + -2 * (-1 / 6 * 0)) / 3) by ring]
  refine h.congr' ?_
  filter_upwards [self_mem_nhdsWithin] with b hb
  have hb0 : b ≠ 0 := (Set.mem_Ioi.1 hb).ne'
  have h2 : 1 + 2 * Real.exp (-(b * D)) ≠ 0 := by positivity
  rw [powder, axial_eq, (perpendicular_eq hD b).1, (perpendicular_eq hD b).2, expRemainder]
  generalize Real.exp (-(b * D)) = q at h2 ⊢
  have hw : (1 + q * 2)⁻¹ * (1 + q * 2) = 1 := inv_mul_cancel₀ (by rwa [mul_comm q 2])
  field_simp
  ring_nf
  -- what remains is the cancellation of the partition function
  linear_combination (-4 * D * b) * hw

/-- At high temperature the powder susceptibility does not deviate from the Curie law `2b/3`
at order `b²`. -/
theorem powder_quadratic_limit (D : ℝ) :
    Tendsto (fun b => (powder D b - 2 * b / 3) / b ^ 2) (𝓝[>] 0) (𝓝 0) := by
  have hb : Tendsto (fun b : ℝ => b) (𝓝[>] 0) (𝓝 0) :=
    tendsto_id.mono_left nhdsWithin_le_nhds
  have h := hb.mul (powder_cubic_limit D)
  rw [zero_mul] at h
  refine h.congr' ?_
  filter_upwards [self_mem_nhdsWithin] with b hb
  have hb0 : b ≠ 0 := (Set.mem_Ioi.1 hb).ne'
  field_simp

end

end SpinOneHighTemperature
```

```lean
#print axioms SpinOneHighTemperature.hamiltonian_diagonal
#print axioms SpinOneHighTemperature.anisotropy_limit
#print axioms SpinOneHighTemperature.powder_quadratic_limit
```

```
'SpinOneHighTemperature.hamiltonian_diagonal' depends on axioms: [propext, Classical.choice, Quot.sound]
'SpinOneHighTemperature.anisotropy_limit' depends on axioms: [propext, Classical.choice, Quot.sound]
'SpinOneHighTemperature.powder_quadratic_limit' depends on axioms: [propext, Classical.choice, Quot.sound]
```

## Three limits for every real D

The main statements concern b tending to 0 through positive values, written `𝓝[>] 0` in Lean, at fixed D:

(χ_z − χ_x)/b² → −D/3 (`anisotropy_limit`)

(χ̄ − 2b/3)/b² → 0 (`powder_quadratic_limit`)

(χ̄ − 2b/3)/b³ → −D²/27 (`powder_cubic_limit`)

The Curie law for spin 1 in these units is 2b/3. For D ≠ 0 the difference χ_z − χ_x departs from zero at order b², with a sign opposite to that of D. The powder average departs from the Curie law only at order b³, and there D enters as its square. For this single, non-interacting centre, hot powder data therefore say little about the size of D and, at leading order, nothing about its sign.

## From the spin matrices to the susceptibility

The basis is m = 1, 0, −1, indexed in Lean by `Fin 3`. The matrices `spinX`, `spinY` and `spinZ` are the usual spin-1 operators, including the factor 1/√2 in the first two. The function `level D` lists the energies D, 0, D, and `hamiltonian_diagonal` confirms that these are the diagonal entries of D S_z², whose other entries vanish.

The definition `susceptibility` is the isothermal linear-response formula. The file takes it as its starting point; it follows by hand from a field h that adds −hS to the zero-field Hamiltonian H₀. To first order in h, the operator exp(−bH) changes by

h ∫₀ᵇ exp(−(b−τ)H₀) S exp(−τH₀) dτ.

Differentiating ⟨S⟩ = Tr(S exp(−bH))/Tr exp(−bH) at h = 0, in the eigenbasis of H₀, gives

χ = (1/Z) Σ_{m,n} |S_mn|² K(E_m, E_n) − b⟨S⟩²,

where Z is the partition function, ⟨S⟩ is now the zero-field mean, and

K(E, F) = ∫₀ᵇ exp(−(b−τ)E) exp(−τF) dτ.

The integral is (exp(−bE) − exp(−bF))/(F − E) for E ≠ F and b exp(−bE) for E = F. These are the two branches of `kernel`. The second is the Curie contribution of degenerate levels, and the first is the Van Vleck contribution of levels that the field mixes.

The model has no rhombic splitting, no exchange between centres and no temperature-independent background. The isotropic g matters too: unequal g values would make the axes differ already at order b. The limits are taken at fixed D and give no error bound at a given temperature.

## The closed forms

Write q = exp(−bD). The partition function is Z = 1 + 2q.

The matrix S_z is diagonal with entries 1, 0, −1. Its thermal mean is (q − q)/Z = 0, and the states m = ±1 each contribute bq to the sum. Hence

χ_z = 2bq/(1 + 2q).

The matrix S_x has no diagonal entries, so its mean also vanishes. It connects m = 0 to m = 1 and to m = −1, which makes four ordered pairs, each with |S_mn|² = 1/2. For D ≠ 0 the kernel of each pair is (1 − q)/D, and therefore

χ_x = 2(1 − q)/(D(1 + 2q)).

The entries of S_y have the same moduli, so χ_y = χ_x. At D = 0 all levels coincide, and each axis gives 2b/3.

These results are `partitionFn_eq`, `axial_eq`, `perpendicular_eq` and `curie_law`. In their proofs `simp` writes out the sums over the three states and selects the branch of the kernel, and `ring` completes the algebra. For the perpendicular axes, `generalize` first replaces the exponential by a plain variable q, after which `field_simp` clears the denominators.

The condition D ≠ 0 in `perpendicular_eq` is needed. At D = 0 and b = 1 the true value of χ_x is 2/3, while the right-hand side has a zero denominator and Lean evaluates it to 0. The three limits need no such condition, because their proofs treat D = 0 separately through `curie_law`.

## Where the linear term cancels

Let x = bD, and for x ≠ 0 define R by

q = 1 − x + x²/2 + R x³.

This R is `expRemainder x`, and it tends to −1/6 as x → 0. Keeping R instead of truncating the series makes every following line an identity.

For the anisotropy, using b = x/D,

χ_z − χ_x = (2/(DZ)) (xq + q − 1).

Inserting q, the terms of order x cancel in the bracket:

xq + q − 1 = −x²/2 + x³/2 + R x³ + R x⁴.

Since x²/D = D b², division by b² gives

(χ_z − χ_x)/b² = D (−1 + x + 2R x² + 2R x)/Z.

As b → 0⁺, x tends to 0 and Z to 3, so the limit is −D/3.

For the powder average,

χ̄ − 2b/3 = (χ_z + 2χ_x − 2b)/3 = (2/(3DZ)) (2(1 − q) − x − xq).

This time the terms of order x and of order x² both cancel:

2(1 − q) − x − xq = −x³ (1/2 + 2R + R x).

Since x³/D = D² b³, division by b³ gives

(χ̄ − 2b/3)/b³ = (D²/3) (−1 − 4R − 2R x)/Z.

The limit is (D²/3)(−1 + 2/3)/3 = −D²/27. Multiplying by b, which tends to 0, gives the quadratic statement.

The cancellation is also visible axis by axis. To order b²,

χ_z = 2b/3 − 2D b²/9,

χ_x = χ_y = 2b/3 + D b²/9.

The axial correction is minus twice the perpendicular one, and there are two perpendicular axes.

## The limits in Lean

`expRemainder_tendsto` supplies the limit of R. Mathlib's `Real.exp_bound`, used with four terms of the series, bounds the error of the cubic Taylor polynomial of exp(−x) by a constant below 1 times |x|⁴ when |x| ≤ 1. Division by |x|³ gives |R + 1/6| ≤ |x|, and `squeeze_zero'` turns this bound into the limit.

`hot_limits` transfers the result to x = bD. For D ≠ 0 and b > 0 the product bD is nonzero, so it approaches 0 without ever taking that value, as the limit of R requires. The same lemma records that x → 0 and Z → 3.

In `anisotropy_limit` and `powder_cubic_limit`, the intermediate statement `h` is the limit of the right-hand side derived above, assembled from sums, products and a quotient of known limits. The step `h.congr'` then replaces that expression by the original ratio, since the two agree for all b > 0. The agreement is the algebra of the preceding derivation, done by `field_simp` and `ring` after the closed forms have been inserted. In the cubic case a final `linear_combination` cancels the partition function against its inverse.

`powder_quadratic_limit` multiplies the cubic limit by b and simplifies b/b³ to 1/b².

## In a fit of χT

Suppose that an electronic-structure calculation has supplied D for a spin-1 complex whose rhombic splitting and g anisotropy are negligible, and that a magnetic susceptibility curve is to be computed from it in the present model. (With unequal g values a term linear in D would in general survive the powder average.) A program for this model can build the 3×3 spin Hamiltonian, evaluate the response along three axes, average, and plot χ̄T. Up to constants this is χ̄/b, whose leading high-temperature form is

χ̄/b ≈ 2/3 − (bD)²/27.

Take D to be one fiftieth of k_B T, so that bD = 0.02. Relative to the Curie value, the leading term of the anisotropy χ_z − χ_x has size bD/2, which is 1 per cent. The leading deviation of the powder average has size (bD)²/18, about 2 parts in 100 000. A least-squares fit to the powder curve in this range has almost no gradient with respect to D, whereas the susceptibility of the centre along a principal axis at the same temperature responds to D at first order.
